# Every plane lattice is similar to its reciprocal lattice

## Lattices and their wave vectors

Let \(A\) be an invertible real \(n\times n\) matrix whose columns are the basis vectors of a lattice \(L=A\mathbb Z^n\). Its reciprocal lattice \(L^*\) consists of all wave vectors \(k\) with \(k\cdot r\in 2\pi\mathbb Z\) for every \(r\in L\), so that the plane wave \(e^{ik\cdot r}\) equals 1 at every lattice point. The reciprocal basis is \(B=2\pi(A^{-1})^T\), and in the plane the quarter turn is
\[
J=\begin{pmatrix}0&-1\\1&0\end{pmatrix}.
\]
Components are numbered from 0, as in Lean.

In the file, `pointLattice A` is \(L\), `reciprocalLattice` is the set defined by the phase condition, `reciprocalBasis A` is \(B\), and `quarterTurn` is \(J\). `Similar` means that an orthogonal matrix followed by a positive scaling carries one set onto the other. Reflections are therefore allowed, although the plane case needs only a rotation.

## A quarter turn in the plane, an obstruction in space

For \(n=2\) and \(\det A\neq0\), the theorems state
\[
\det A\; B=2\pi JAJ^T,\qquad L^*=\frac{2\pi}{|\det A|}\,JL .
\]
The hypothesis `A.det ≠ 0` says that the unit cell has nonzero area. The scale factor is \(2\pi\) divided by that area, and `plane_lattice_similar_reciprocal` concludes that \(L\) and \(L^*\) are similar.

In space this can fail: `tetragonal_not_similar_reciprocal` shows that the primitive tetragonal lattice with edges 1, 1, 2 is not similar to its reciprocal. It settles this one lattice and does not classify the others.

The lattices are ideal and infinite, with no atoms placed in the cell. Since similarities preserve nearest-point cells, the first Brillouin zone of a two-dimensional crystal with lattice \(L\), defined as the Wigner–Seitz cell of \(L^*\), is the Wigner–Seitz cell of \(L\) turned by 90 degrees and rescaled.

## The reciprocal basis generates \(L^*\)

If \(k\in L^*\), testing it on the \(j\)-th column of \(A\) gives \((A^Tk)_j=2\pi m_j\) with \(m_j\in\mathbb Z\). Hence \(k=2\pi(A^{-1})^Tm=Bm\). Conversely, for integer vectors \(m,l\),
\[
(Bm)\cdot(Al)=2\pi\, m^TA^{-1}Al=2\pi\, m\cdot l\in2\pi\mathbb Z .
\]
Thus \(L^*=B\mathbb Z^n\) in any dimension.

## The cofactors are a rotated copy of \(A\)

Direct multiplication gives
\[
A=\begin{pmatrix}a&b\\c&d\end{pmatrix},\qquad
JAJ^T=\begin{pmatrix}d&-c\\-b&a\end{pmatrix}=\det A\,(A^{-1})^T .
\]
Multiplying by \(2\pi\) gives the matrix identity. Therefore
\[
Bm=\frac{2\pi}{\det A}\,JA(J^Tm),\qquad J^Tm=(m_1,-m_0).
\]
The map \(J^T\) is a bijection of \(\mathbb Z^2\), so \(L^*=(2\pi/\det A)JL\). Since \(-L=L\), the sign of the determinant does not matter, and \(\det A\) may be replaced by \(|\det A|\).

## Short vectors of the tetragonal lattice

Here lattice vectors are \((l_0,l_1,2l_2)\) and reciprocal vectors are \((2\pi a,2\pi b,\pi d)\), with integer coefficients. Suppose \(r\mapsto cTr\), with \(c>0\) and \(T\) orthogonal, carries \(L\) onto \(L^*\).

The reciprocal vector \((0,0,\pi)\) is the image of some lattice vector, whose squared length is a positive integer \(N\). So \(\pi^2=c^2N\ge c^2\).

The edges \((1,0,0)\) and \((0,1,0)\) have images of squared length \(c^2\). For each image,
\[
\pi^2(4a^2+4b^2+d^2)=c^2\le\pi^2,
\]
which forces \(a=b=0\) and, because \(c>0\), \(d\ne0\). Both images are nonzero vectors on the third axis, yet they must be orthogonal. This is a contradiction.

## Lean code for the plane and tetragonal lattices

```lean
import Mathlib

open Matrix
open scoped Real

namespace PlaneReciprocalSimilarity

noncomputable section

/-- The lattice of all integer combinations of the columns of `A`. -/
def pointLattice {n : ℕ} (A : Matrix (Fin n) (Fin n) ℝ) : Set (Fin n → ℝ) :=
  {r | ∃ m : Fin n → ℤ, r = A *ᵥ (fun i => (m i : ℝ))}

/-- The wave vectors whose scalar product with every vector of `L` is an integer
multiple of `2π`. -/
def reciprocalLattice {n : ℕ} (L : Set (Fin n → ℝ)) : Set (Fin n → ℝ) :=
  {k | ∀ r ∈ L, ∃ m : ℤ, k ⬝ᵥ r = 2 * π * m}

/-- The reciprocal basis `2π (A⁻¹)ᵀ`, meant for invertible `A`. -/
def reciprocalBasis {n : ℕ} (A : Matrix (Fin n) (Fin n) ℝ) : Matrix (Fin n) (Fin n) ℝ :=
  (2 * π) • (A⁻¹)ᵀ

/-- The rotation of the plane by 90 degrees. -/
def quarterTurn : Matrix (Fin 2) (Fin 2) ℝ := !![0, -1; 1, 0]

/-- Two sets of vectors are similar if an orthogonal map followed by a positive scaling
carries the first onto the second. -/
def Similar {n : ℕ} (L L' : Set (Fin n → ℝ)) : Prop :=
  ∃ c : ℝ, 0 < c ∧ ∃ T : Matrix (Fin n) (Fin n) ℝ,
    Tᵀ * T = 1 ∧ L' = (fun r => c • (T *ᵥ r)) '' L

/-- The primitive tetragonal basis with edge lengths 1, 1 and 2. -/
def tetragonal : Matrix (Fin 3) (Fin 3) ℝ := !![1, 0, 0; 0, 1, 0; 0, 0, 2]

/-- In any dimension the reciprocal lattice is generated by the reciprocal basis. -/
theorem reciprocalLattice_eq {n : ℕ} (A : Matrix (Fin n) (Fin n) ℝ) (h : A.det ≠ 0) :
    reciprocalLattice (pointLattice A) = pointLattice (reciprocalBasis A) := by
  have hu : IsUnit A.det := isUnit_iff_ne_zero.mpr h
  ext k
  constructor
  · intro hk
    -- test the wave vector on each basis vector
    choose m hm using fun j : Fin n =>
      hk (A *ᵥ fun i => (((if i = j then 1 else 0 : ℤ)) : ℝ)) ⟨_, rfl⟩
    have hkA : k ᵥ* A = (2 * π) • (fun i => (m i : ℝ)) := by
      ext j
      have hj := hm j
      rw [Matrix.dotProduct_mulVec] at hj
      simpa [dotProduct] using hj
    refine ⟨m, ?_⟩
    calc k = (k ᵥ* A) ᵥ* A⁻¹ := by
          rw [Matrix.vecMul_vecMul, Matrix.mul_nonsing_inv A hu, Matrix.vecMul_one]
      _ = _ := by
          rw [hkA, reciprocalBasis, Matrix.smul_mulVec, Matrix.mulVec_transpose,
            Matrix.smul_vecMul]
  · rintro ⟨m, rfl⟩ r ⟨l, rfl⟩
    refine ⟨∑ i, m i * l i, ?_⟩
    rw [reciprocalBasis, Matrix.smul_mulVec, Matrix.mulVec_transpose, smul_dotProduct,
      Matrix.dotProduct_mulVec, Matrix.vecMul_vecMul, Matrix.nonsing_inv_mul A hu,
      Matrix.vecMul_one]
    simp [dotProduct]

/-- In the plane, `det A` times the reciprocal basis is `2π J A Jᵀ`, with `J` the
quarter turn. -/
theorem det_smul_reciprocalBasis (A : Matrix (Fin 2) (Fin 2) ℝ) (h : A.det ≠ 0) :
    A.det • reciprocalBasis A = (2 * π) • (quarterTurn * A * quarterTurnᵀ) := by
  have key : quarterTurn * A * quarterTurnᵀ = A.adjugateᵀ := by
    rw [Matrix.adjugate_fin_two]
    ext i j
    fin_cases i <;> fin_cases j <;>
      simp [quarterTurn, Matrix.mul_apply, Matrix.vecMul, dotProduct, Fin.sum_univ_two]
  rw [key, reciprocalBasis, Matrix.inv_def, Ring.inverse_eq_inv', Matrix.transpose_smul,
    smul_smul, smul_smul]
  congr 1
  field_simp

/-- The reciprocal lattice of a plane lattice is the lattice itself, turned by 90 degrees
and multiplied by `2π / det A`. -/
theorem reciprocalLattice_eq_signed (A : Matrix (Fin 2) (Fin 2) ℝ) (h : A.det ≠ 0) :
    reciprocalLattice (pointLattice A) =
      (fun r => (2 * π / A.det) • (quarterTurn *ᵥ r)) '' pointLattice A := by
  have hB : reciprocalBasis A =
      (2 * π / A.det) • (quarterTurn * A * quarterTurnᵀ) := by
    calc reciprocalBasis A = A.det⁻¹ • (A.det • reciprocalBasis A) := by
          rw [smul_smul, inv_mul_cancel₀ h, one_smul]
      _ = _ := by rw [det_smul_reciprocalBasis A h, smul_smul, div_eq_inv_mul]
  rw [reciprocalLattice_eq A h]
  ext k
  constructor
  · rintro ⟨m, rfl⟩
    -- the inverse quarter turn maps integer vectors to integer vectors
    have hv : (fun i => ((![m 1, -m 0] i : ℤ) : ℝ)) =
        quarterTurnᵀ *ᵥ (fun i => (m i : ℝ)) := by
      ext i
      fin_cases i <;> simp [quarterTurn, Matrix.mulVec, dotProduct, Fin.sum_univ_two]
    refine ⟨A *ᵥ (fun i => ((![m 1, -m 0] i : ℤ) : ℝ)), ⟨_, rfl⟩, ?_⟩
    beta_reduce
    rw [hv, hB, Matrix.smul_mulVec, Matrix.mulVec_mulVec, Matrix.mulVec_mulVec]
  · rintro ⟨_, ⟨m, rfl⟩, rfl⟩
    -- and every integer vector is reached
    have hw : quarterTurnᵀ *ᵥ (fun i => ((![-m 1, m 0] i : ℤ) : ℝ)) =
        (fun i => (m i : ℝ)) := by
      ext i
      fin_cases i <;> simp [quarterTurn, Matrix.mulVec, dotProduct, Fin.sum_univ_two]
    refine ⟨![-m 1, m 0], ?_⟩
    beta_reduce
    rw [hB, Matrix.smul_mulVec, ← Matrix.mulVec_mulVec, hw, ← Matrix.mulVec_mulVec]

/-- Every lattice is symmetric under inversion through the origin. -/
theorem neg_mem_pointLattice {n : ℕ} (A : Matrix (Fin n) (Fin n) ℝ) {r : Fin n → ℝ}
    (hr : r ∈ pointLattice A) : -r ∈ pointLattice A := by
  obtain ⟨m, rfl⟩ := hr
  refine ⟨fun i => -m i, ?_⟩
  rw [← Matrix.mulVec_neg]
  congr 1
  ext i
  simp

/-- The reciprocal lattice of a plane lattice is the lattice itself, turned by 90 degrees
and scaled by `2π` over the area of the unit cell. -/
theorem reciprocalLattice_eq_rotated (A : Matrix (Fin 2) (Fin 2) ℝ) (h : A.det ≠ 0) :
    reciprocalLattice (pointLattice A) =
      (fun r => (2 * π / |A.det|) • (quarterTurn *ᵥ r)) '' pointLattice A := by
  rw [reciprocalLattice_eq_signed A h]
  rcases le_total 0 A.det with hd | hd
  · rw [abs_of_nonneg hd]
  · -- a negative determinant is absorbed by inversion symmetry
    rw [abs_of_nonpos hd]
    ext k
    constructor <;>
    · rintro ⟨r, hr, rfl⟩
      exact ⟨-r, neg_mem_pointLattice A hr, by
        simp only [Matrix.mulVec_neg, smul_neg, div_neg, neg_smul, neg_neg]⟩

/-- Every plane lattice is similar to its reciprocal lattice. -/
theorem plane_lattice_similar_reciprocal (A : Matrix (Fin 2) (Fin 2) ℝ) (h : A.det ≠ 0) :
    Similar (pointLattice A) (reciprocalLattice (pointLattice A)) := by
  refine ⟨2 * π / |A.det|, by positivity, quarterTurn, ?_, reciprocalLattice_eq_rotated A h⟩
  ext i j
  fin_cases i <;> fin_cases j <;> simp [quarterTurn, Matrix.mul_apply, Fin.sum_univ_two]

/-- In space the similarity can fail: the primitive tetragonal lattice with edges 1, 1, 2
is not similar to its reciprocal lattice. -/
theorem tetragonal_not_similar_reciprocal :
    ¬ Similar (pointLattice tetragonal) (reciprocalLattice (pointLattice tetragonal)) := by
  rintro ⟨c, hc, T, hT, hL⟩
  have hdot : ∀ x y : Fin 3 → ℝ,
      (c • (T *ᵥ x)) ⬝ᵥ (c • (T *ᵥ y)) = c ^ 2 * (x ⬝ᵥ y) := by
    intro x y
    rw [smul_dotProduct, dotProduct_smul, Matrix.dotProduct_mulVec,
      ← Matrix.mulVec_transpose, Matrix.mulVec_mulVec, hT, Matrix.one_mulVec]
    simp only [smul_eq_mul]
    ring
  have h1 : (![1, 0, 0] : Fin 3 → ℝ) ∈ pointLattice tetragonal :=
    ⟨![1, 0, 0], by
      ext i
      fin_cases i <;> simp [tetragonal, Matrix.mulVec, dotProduct, Fin.sum_univ_three]⟩
  have h2 : (![0, 1, 0] : Fin 3 → ℝ) ∈ pointLattice tetragonal :=
    ⟨![0, 1, 0], by
      ext i
      fin_cases i <;> simp [tetragonal, Matrix.mulVec, dotProduct, Fin.sum_univ_three]⟩
  have h3 : (![0, 0, 2] : Fin 3 → ℝ) ∈ pointLattice tetragonal :=
    ⟨![0, 0, 1], by
      ext i
      fin_cases i <;> simp [tetragonal, Matrix.mulVec, dotProduct, Fin.sum_univ_three]⟩
  -- the reciprocal vector (0, 0, π) bounds the scaling factor
  have hp : (![0, 0, π] : Fin 3 → ℝ) ∈ reciprocalLattice (pointLattice tetragonal) := by
    rintro r ⟨l, rfl⟩
    refine ⟨l 2, ?_⟩
    simp [tetragonal, Matrix.mulVec, dotProduct, Fin.sum_univ_three]
    ring
  have hcp : c ^ 2 ≤ π ^ 2 := by
    obtain ⟨N, hN⟩ : ∃ N : ℤ, π ^ 2 = c ^ 2 * (N : ℝ) := by
      rw [hL] at hp
      obtain ⟨_, ⟨l, rfl⟩, hl⟩ := hp
      beta_reduce at hl
      have hd := hdot (tetragonal *ᵥ fun i => (l i : ℝ)) (tetragonal *ᵥ fun i => (l i : ℝ))
      rw [hl] at hd
      have e1 : (![0, 0, π] : Fin 3 → ℝ) ⬝ᵥ ![0, 0, π] = π ^ 2 := by
        simp [dotProduct, Fin.sum_univ_three, sq]
      refine ⟨l 0 ^ 2 + l 1 ^ 2 + 4 * l 2 ^ 2, ?_⟩
      rw [← e1, hd]
      congr 1
      simp [tetragonal, Matrix.mulVec, dotProduct, Fin.sum_univ_three]
      ring
    have hpos : 0 < c ^ 2 * (N : ℝ) := by
      rw [← hN]
      positivity
    have hN0 : (0 : ℝ) < N := (mul_pos_iff_of_pos_left (by positivity)).1 hpos
    have hN1 : 0 < N := by exact_mod_cast hN0
    have hN2 : 1 ≤ N := by omega
    have hN3 : (1 : ℝ) ≤ N := by exact_mod_cast hN2
    nlinarith [mul_le_mul_of_nonneg_left hN3 (sq_nonneg c)]
  -- reciprocal vectors of length c lie on the third axis
  have haxis : ∀ k ∈ reciprocalLattice (pointLattice tetragonal), k ⬝ᵥ k = c ^ 2 →
      k 0 = 0 ∧ k 1 = 0 ∧ k 2 ≠ 0 := by
    intro k hk hkc
    obtain ⟨a, ha⟩ := hk _ h1
    obtain ⟨b, hb⟩ := hk _ h2
    obtain ⟨d, hd⟩ := hk _ h3
    have ha' : k 0 = 2 * π * a := by
      rw [← ha]
      simp [dotProduct, Fin.sum_univ_three]
    have hb' : k 1 = 2 * π * b := by
      rw [← hb]
      simp [dotProduct, Fin.sum_univ_three]
    have hd' : k 2 * 2 = 2 * π * d := by
      rw [← hd]
      simp [dotProduct, Fin.sum_univ_three]
    have hd2 : k 2 = π * d := by linarith
    have hs : k 0 * k 0 + k 1 * k 1 + k 2 * k 2 = c ^ 2 := by
      rw [← hkc]
      simp [dotProduct, Fin.sum_univ_three]
    have hle : π ^ 2 * (4 * (a : ℝ) ^ 2 + 4 * (b : ℝ) ^ 2 + (d : ℝ) ^ 2) ≤ π ^ 2 * 1 := by
      rw [ha', hb', hd2] at hs
      linarith
    have hle' := le_of_mul_le_mul_left hle (by positivity)
    have hint : 4 * a ^ 2 + 4 * b ^ 2 + d ^ 2 ≤ 1 := by exact_mod_cast hle'
    have ha0 : a = 0 := by
      by_contra hne
      have : 0 < a ^ 2 := by positivity
      nlinarith [sq_nonneg b, sq_nonneg d]
    have hb0 : b = 0 := by
      by_contra hne
      have : 0 < b ^ 2 := by positivity
      nlinarith [sq_nonneg a, sq_nonneg d]
    have hk0 : k 0 = 0 := by rw [ha', ha0]; simp
    have hk1 : k 1 = 0 := by rw [hb', hb0]; simp
    refine ⟨hk0, hk1, fun hk2 => ?_⟩
    rw [hk0, hk1, hk2] at hs
    nlinarith [pow_pos hc 2]
  -- two orthogonal edges would both be sent to that axis
  obtain ⟨u0, u1, u2⟩ := haxis (c • (T *ᵥ ![1, 0, 0]))
    (by rw [hL]; exact ⟨_, h1, rfl⟩)
    (by rw [hdot]; simp [dotProduct, Fin.sum_univ_three])
  obtain ⟨v0, v1, v2⟩ := haxis (c • (T *ᵥ ![0, 1, 0]))
    (by rw [hL]; exact ⟨_, h2, rfl⟩)
    (by rw [hdot]; simp [dotProduct, Fin.sum_univ_three])
  have horth : (c • (T *ᵥ ![1, 0, 0])) ⬝ᵥ (c • (T *ᵥ ![0, 1, 0])) = 0 := by
    rw [hdot]
    simp [dotProduct, Fin.sum_univ_three]
  rw [dotProduct, Fin.sum_univ_three, u0, u1, zero_mul, zero_mul, zero_add, zero_add] at horth
  exact mul_ne_zero u2 v2 horth

end

end PlaneReciprocalSimilarity
```

```lean
#print axioms PlaneReciprocalSimilarity.plane_lattice_similar_reciprocal
-- 'PlaneReciprocalSimilarity.plane_lattice_similar_reciprocal' depends on axioms: [propext, Classical.choice, Quot.sound]
#print axioms PlaneReciprocalSimilarity.tetragonal_not_similar_reciprocal
-- 'PlaneReciprocalSimilarity.tetragonal_not_similar_reciprocal' depends on axioms: [propext, Classical.choice, Quot.sound]
```

## From matrix entries to lattice identities

`reciprocalLattice_eq` proves the two inclusions. `choose` collects the integers obtained from the basis vectors, and multiplication by \(A^{-1}\) recovers \(k\).

In `det_smul_reciprocalBasis`, the step `key` compares \(JAJ^T\) with the transposed adjugate entry by entry; `field_simp` then cancels the determinant.

`reciprocalLattice_eq_signed` turns this into an identity of sets. Its steps `hv` and `hw` supply the integer vectors for the two inclusions. `neg_mem_pointLattice` provides inversion symmetry, which `reciprocalLattice_eq_rotated` uses when the determinant is negative. The similarity theorem then only has to check \(J^TJ=1\) and that the scale is positive.

In the tetragonal proof, `hdot` shows that the supposed similarity multiplies scalar products by \(c^2\). The bound \(c^2\le\pi^2\) is `hcp`, and `haxis` places reciprocal vectors of length \(c\) on the third axis. Finally, `horth` says that the product of two nonzero third components vanishes, which `mul_ne_zero` refutes.
